# Squared Samples of a Symmetric Root Give a Nonnegative, Unbiased Stochastic Density, While Direct Samples Can Be Negative

A stochastic density functional calculation can accumulate the electron density by drawing a random sign for every site, applying a function of the Hamiltonian to the resulting vector, and averaging a local product over many draws. The function to apply has to be chosen. Let F be the occupation matrix, for example the Fermi function of a real symmetric single-particle Hamiltonian in an orthonormal basis, so that F_ii is the density at site i in one spin channel. One choice applies F to the sign vector s and records s_i (Fs)_i. The other applies a real symmetric matrix B with B² = F and records ((Bs)_i)².

Both samples have the average F_ii. The squared sample is nonnegative in every draw, so a mean over any number of draws is nonnegative too. The direct sample has this property only if row i of F meets a condition on its off-diagonal elements, and a uniform orbital on three sites already violates it. For stochastic electronic structure methods, this settles the sign and the bias of the two density estimates in a finite, real, single-particle model with a fixed Hamiltonian and independent, uniformly distributed signs. It does not compare their variances, and it does not treat the bias that can arise in a self-consistent calculation, where the noisy density determines the next Hamiltonian.

```lean
import Mathlib

open Matrix

namespace StochasticDensity

noncomputable section
```

## Sign vectors and their average

Let the sites be labelled by a finite set n with N elements. A sign vector s has an entry s_i = 1 or s_i = −1 at every site i. In Lean the choice of signs is a function `s : n → ℤˣ`, where `ℤˣ` is the group of invertible integers, whose only elements are 1 and −1. The function `signVec` turns this choice into a real vector on which matrices can act.

```lean
/-- The real vector with entries `1` and `-1` given by a choice of sign at every site. -/
def signVec {n : Type*} (s : n → ℤˣ) : n → ℝ := fun i => ((s i : ℤ) : ℝ)
```

Whichever sign is chosen,

s_i² = 1.

The proof goes through the two possible values of `s i`.

```lean
/-- The square of each entry of a sign vector is one. -/
theorem signVec_mul_self {n : Type*} (s : n → ℤˣ) (i : n) :
    signVec s i * signVec s i = 1 := by
  rcases Int.units_eq_one_or (s i) with h | h <;> simp [signVec, h]
```

The average of a quantity f over all sign vectors is the finite sum

⟨f⟩ = (1/2^N) Σ_s f(s).

This is the expectation value for independent signs with equal probabilities. `signAverage` writes it as the sum over all functions `n → ℤˣ` divided by the number of such functions, so no probability theory is needed. It is the full average and not the mean over a limited number of draws that a simulation computes.

```lean
variable {n : Type*} [Fintype n] [DecidableEq n]

/-- The uniform average of a quantity over all sign vectors. -/
def signAverage (f : (n → ℤˣ) → ℝ) : ℝ :=
  (∑ s, f s) / (Fintype.card (n → ℤˣ) : ℝ)
```

## Two samples of the same density

The squared sample at site i is

((Bs)_i)² = (Σ_j B_ij s_j)².

In the code, `B *ᵥ signVec s` is the matrix-vector product Bs. The definition accepts any real square matrix B; the relation between B and F enters later as a hypothesis.

```lean
omit [DecidableEq n] in
/-- The squared density sample `((B s)_i)^2` at site `i`. -/
def rootSample (B : Matrix n n ℝ) (s : n → ℤˣ) (i : n) : ℝ :=
  ((B *ᵥ signVec s) i) ^ 2
```

The direct sample multiplies the entry of Fs by the sign at the same site:

s_i (Fs)_i = s_i Σ_j F_ij s_j.

```lean
omit [DecidableEq n] in
/-- The direct density sample `s_i (F s)_i` at site `i`. -/
def directSample (F : Matrix n n ℝ) (s : n → ℤˣ) (i : n) : ℝ :=
  signVec s i * (F *ᵥ signVec s) i
```

## Signs at different sites are uncorrelated

The only statistical input is the correlation of two signs,

⟨s_i s_j⟩ = δ_ij.

For i = j every term of the average is s_i² = 1, so the average is 1. For i ≠ j, write S = Σ_s s_i s_j and let s′ be the vector obtained from s by flipping the sign at site i alone. Then

s′_i s′_j = −s_i s_j.

As s runs over all sign vectors, so does s′. Hence S = −S, which gives S = 0.

The Lean proof follows the same two cases. The flip is multiplication by `Pi.mulSingle i (-1)`, the choice of signs that is −1 at i and 1 everywhere else. `Equiv.mulLeft` supplies the fact that this multiplication is a one-to-one map of the set of sign vectors onto itself, and `Equiv.sum_comp` says that such a relabelling leaves the sum unchanged. The statement `h2` is the change of sign, and `h3` is the conclusion S = 0.

```lean
/-- Random signs at different sites are uncorrelated: the average of `s_i s_j` is one
for `i = j` and zero otherwise. -/
theorem signAverage_mul (i j : n) :
    signAverage (fun s => signVec s i * signVec s j) = if i = j then 1 else 0 := by
  unfold signAverage
  by_cases h : i = j
  · subst h
    have hc : (Fintype.card (n → ℤˣ) : ℝ) ≠ 0 := Nat.cast_ne_zero.mpr Fintype.card_ne_zero
    rw [if_pos rfl]
    simp only [signVec_mul_self, Finset.sum_const, Finset.card_univ, nsmul_eq_mul, mul_one]
    exact div_self hc
  · -- flipping the sign at site `i` maps the sum to its negative
    have h1 := Equiv.sum_comp (Equiv.mulLeft (Pi.mulSingle i (-1) : n → ℤˣ))
      (fun s => signVec s i * signVec s j)
    have h2 : ∀ s : n → ℤˣ,
        signVec (Equiv.mulLeft (Pi.mulSingle i (-1) : n → ℤˣ) s) i *
          signVec (Equiv.mulLeft (Pi.mulSingle i (-1) : n → ℤˣ) s) j
          = -(signVec s i * signVec s j) := by
      intro s
      simp [signVec, Pi.mulSingle_eq_of_ne (Ne.symm h)]
    simp only [h2, Finset.sum_neg_distrib] at h1
    have h3 : ∑ s : n → ℤˣ, signVec s i * signVec s j = 0 := by linarith
    rw [if_neg h, h3, zero_div]
```

## The average of a product of two matrix-vector entries

Let A and C be real matrices whose columns are labelled by the sites. Multiplying out the two entries gives

(As)_i (Cs)_j = Σ_k Σ_l A_ik C_jl s_k s_l.

The matrix elements do not depend on s, so the average acts on the signs alone:

⟨(As)_i (Cs)_j⟩ = Σ_k Σ_l A_ik C_jl δ_kl
= Σ_k A_ik C_jk
= (A Cᵀ)_ij.

In the proof, `hsum` and `hmul` state that the average is linear: it passes through a finite sum and through a constant factor. The statement `expand` is the double sum above. The last `simp only` inserts the correlation of the signs and keeps the terms with k = l. The rows of A and C carry labels from a type `m` of their own, so the matrices may be rectangular.

```lean
/-- The average of `(A s)_i (C s)_j` over all sign vectors is the matrix element
`(A Cᵀ)_ij`. -/
theorem signAverage_mulVec_mul {m : Type*} (A C : Matrix m n ℝ) (i j : m) :
    signAverage (fun s => (A *ᵥ signVec s) i * (C *ᵥ signVec s) j) = (A * Cᵀ) i j := by
  have hsum : ∀ f : n → (n → ℤˣ) → ℝ,
      signAverage (fun s => ∑ k, f k s) = ∑ k, signAverage (f k) := by
    intro f
    unfold signAverage
    rw [Finset.sum_comm, Finset.sum_div]
  have hmul : ∀ (c : ℝ) (f : (n → ℤˣ) → ℝ),
      signAverage (fun s => c * f s) = c * signAverage f := by
    intro c f
    unfold signAverage
    rw [← Finset.mul_sum, mul_div_assoc]
  have expand : ∀ s : n → ℤˣ, (A *ᵥ signVec s) i * (C *ᵥ signVec s) j
      = ∑ k, ∑ l, A i k * C j l * (signVec s k * signVec s l) := by
    intro s
    simp only [Matrix.mulVec, dotProduct, Finset.sum_mul_sum]
    refine Finset.sum_congr rfl fun k _ => Finset.sum_congr rfl fun l _ => ?_
    ring
  -- only the terms with equal site indices survive the average
  simp only [expand, hsum, hmul, signAverage_mul, mul_ite, mul_one, mul_zero,
    Finset.sum_ite_eq, Finset.mem_univ, if_true, Matrix.mul_apply, Matrix.transpose_apply]
```

## The squared sample is nonnegative and unbiased

Now take A = C = B and j = i. Since B is symmetric, Bᵀ = B, and therefore

⟨((Bs)_i)²⟩ = (B Bᵀ)_ii = (B²)_ii = F_ii.

For each single s the sample is the square of a real number, so it is nonnegative.

The theorem has two hypotheses. `hB : B.IsSymm` says that B is symmetric, as any real function of a real symmetric Hamiltonian is. `hF : B * B = F` says that B is a square root of the occupation matrix; for a Fermi function f(H) the usual choice is the matrix √f(H). The theorem takes B as given and does not construct it. It does not require B to be the positive root. The two hypotheses force the eigenvalues of F to be nonnegative, but they do not require them to be at most 1.

This freedom covers a truncated polynomial approximation to the root. If B is a real polynomial in H, it is symmetric, and the theorem applies with F defined as B². The samples remain nonnegative, and the truncation error appears in the average as the difference between the diagonal elements of B² and those of the intended occupation matrix.

The conclusion joins the two properties: nonnegativity for all `s`, and the value of the average. The first follows from `sq_nonneg`. The second is the preceding theorem with both matrices equal to B, rewritten with `hB.eq` and `hF`.

```lean
/-- If `B` is real symmetric with `B^2 = F`, the squared density sample is nonnegative for
every sign vector and its average is the density `F_ii`. -/
theorem rootSample_nonneg_and_unbiased {B F : Matrix n n ℝ} (hB : B.IsSymm)
    (hF : B * B = F) (i : n) :
    (∀ s, 0 ≤ rootSample B s i) ∧ signAverage (fun s => rootSample B s i) = F i i := by
  refine ⟨fun s => sq_nonneg _, ?_⟩
  have h := signAverage_mulVec_mul B B i i
  rw [hB.eq, hF] at h
  simpa only [rootSample, sq] using h
```

## The direct sample has the same average

Taking A to be the identity matrix and C = F gives

⟨s_i (Fs)_i⟩ = (1 Fᵀ)_ii = F_ii.

A transpose leaves the diagonal unchanged, so neither symmetry nor a square root of F is needed. For a fixed F, and with F and B applied exactly, the bias therefore gives no reason to prefer one sample to the other.

```lean
/-- The direct density sample also has average `F_ii`, for any real square matrix `F`. -/
theorem directSample_unbiased (F : Matrix n n ℝ) (i : n) :
    signAverage (fun s => directSample F s i) = F i i := by
  have h := signAverage_mulVec_mul (1 : Matrix n n ℝ) F i i
  simpa only [directSample, Matrix.one_mulVec, Matrix.one_mul, Matrix.transpose_apply] using h
```

## Each draw gives both samples the same total charge

The two samples are more closely related than their averages show. For one fixed s, summing the squared sample over all sites gives

Σ_i ((Bs)_i)² = (Bs)·(Bs) = s·(BᵀBs) = s·(B²s) = s·(Fs) = Σ_i s_i (Fs)_i.

Both sums are thus the same estimate of the trace of F, which is the number of electrons in the spin channel. A single draw can miss the true number, but it misses it by the same amount with either sample. What can differ is the distribution of this charge over the sites.

In Lean, `⬝ᵥ` is the scalar product of two vectors. The statement `h` moves one factor B from the right-hand vector to the left-hand one, which is where symmetry enters; replacing B² by F then gives the equality of the two sums.

```lean
omit [DecidableEq n] in
/-- If `B` is real symmetric with `B^2 = F`, then for each single sign vector the squared and
the direct density samples have the same sum over all sites. -/
theorem sum_rootSample_eq_sum_directSample {B F : Matrix n n ℝ} (hB : B.IsSymm)
    (hF : B * B = F) (s : n → ℤˣ) :
    ∑ i, rootSample B s i = ∑ i, directSample F s i := by
  have h : signVec s ⬝ᵥ ((B * B) *ᵥ signVec s)
      = (B *ᵥ signVec s) ⬝ᵥ (B *ᵥ signVec s) := by
    rw [← Matrix.mulVec_mulVec, Matrix.dotProduct_mulVec, ← Matrix.mulVec_transpose, hB.eq]
  rw [hF] at h
  simp only [rootSample, directSample, sq]
  exact h.symm
```

## When the direct sample is never negative

To find the sign of the direct sample, separate the term with j = i, in which the signs cancel:

s_i (Fs)_i = F_ii + Σ_{j≠i} F_ij s_i s_j.

Each product s_i s_j is 1 or −1, so each term of the remaining sum is at least −|F_ij|. This gives the lower bound

s_i (Fs)_i ≥ F_ii − Σ_{j≠i} |F_ij|.

The bound is attained. Choose t_i = 1 and, for j ≠ i, choose t_j = −1 if F_ij ≥ 0 and t_j = 1 if F_ij < 0. Every off-diagonal term then equals −|F_ij|. The direct sample at site i is therefore nonnegative for all sign vectors exactly when

Σ_{j≠i} |F_ij| ≤ F_ii.

This is diagonal dominance of row i together with F_ii ≥ 0. With a single site the sum is empty, and the condition reduces to F_ii ≥ 0.

In the theorem, `Finset.univ.erase i` is the set of all sites except i, and F may be any real square matrix. The statement `expand` separates the diagonal term. For the forward direction, the proof evaluates the assumed nonnegativity at the sign vector `t` defined above; `ht` identifies the resulting off-diagonal sum. For the converse, `hs` establishes the lower bound term by term, checking the possible values of the two signs.

```lean
/-- The direct density sample at site `i` is nonnegative for every sign vector exactly when
the absolute off-diagonal elements in row `i` of `F` sum to at most `F_ii`. -/
theorem directSample_nonneg_iff (F : Matrix n n ℝ) (i : n) :
    (∀ s, 0 ≤ directSample F s i) ↔ ∑ j ∈ Finset.univ.erase i, |F i j| ≤ F i i := by
  -- separate the diagonal term, which does not depend on the signs
  have expand : ∀ s : n → ℤˣ, directSample F s i
      = F i i + ∑ j ∈ Finset.univ.erase i, F i j * (signVec s i * signVec s j) := by
    intro s
    have h : directSample F s i = ∑ j, F i j * (signVec s i * signVec s j) := by
      simp only [directSample, Matrix.mulVec, dotProduct, Finset.mul_sum]
      refine Finset.sum_congr rfl fun j _ => ?_
      ring
    rw [h, ← Finset.add_sum_erase _ _ (Finset.mem_univ i), signVec_mul_self, mul_one]
  constructor
  · intro h
    -- the worst case: every off-diagonal term equals `-|F i j|`
    let t : n → ℤˣ := fun j => if j = i then 1 else if 0 ≤ F i j then -1 else 1
    have ht : ∑ j ∈ Finset.univ.erase i, F i j * (signVec t i * signVec t j)
        = ∑ j ∈ Finset.univ.erase i, -|F i j| := by
      refine Finset.sum_congr rfl fun j hj => ?_
      have hji : j ≠ i := Finset.ne_of_mem_erase hj
      by_cases hp : 0 ≤ F i j
      · simp [signVec, t, hji, hp, abs_of_nonneg hp]
      · simp [signVec, t, hji, hp, abs_of_neg (not_le.mp hp)]
    have h0 := h t
    rw [expand, ht, Finset.sum_neg_distrib] at h0
    linarith
  · intro h s
    have hs : ∑ j ∈ Finset.univ.erase i, -|F i j|
        ≤ ∑ j ∈ Finset.univ.erase i, F i j * (signVec s i * signVec s j) := by
      refine Finset.sum_le_sum fun j _ => ?_
      rcases Int.units_eq_one_or (s i) with h1 | h1 <;>
        rcases Int.units_eq_one_or (s j) with h2 | h2 <;>
        simp [signVec, h1, h2, neg_abs_le, le_abs_self]
    rw [Finset.sum_neg_distrib] at hs
    rw [expand]
    linarith
```

## A uniform orbital on three sites

Let one electron occupy the normalised orbital (1, 1, 1)/√3. Its occupation matrix is the projector onto this orbital, and every entry of that matrix is 1/3.

```lean
/-- The 3 by 3 matrix with all entries `1/3`. -/
def uniformProjector : Matrix (Fin 3) (Fin 3) ℝ := Matrix.of fun _ _ => 1 / 3
```

Each site has density 1/3, while the absolute off-diagonal elements of each row sum to 2/3. The condition for nonnegative direct samples fails at every site. For s = (1, −1, −1) the entries of s sum to −1, so

Fs = (−1/3, −1/3, −1/3).

At the first site, which has index 0 in Lean, the direct sample is

s_0 (Fs)_0 = 1 · (−1/3) = −1/3.

A projector satisfies F² = F, so B = F is a symmetric square root, and the squared sample for the same signs is

((Fs)_0)² = 1/9.

The full distributions for this draw are (−1/3, 1/3, 1/3) for the direct sample and (1/9, 1/9, 1/9) for the squared one. Both add up to 1/3, although the electron number is 1; the remaining deviation is the statistical error of a single draw, and it is common to both samples.

The final theorem collects four facts: the matrix is symmetric, it equals its own square, and the two samples at the first site have the values −1/3 and 1/9. The first two are checked entry by entry, and the sample values follow by evaluating the finite sums. Combined with the general theorem on direct samples, this exhibits an estimate with the correct average 1/3 that is negative for a particular draw.

```lean
/-- The matrix with all entries `1/3` is a symmetric projector. For the signs `(1, -1, -1)`
its direct density sample at the first site is `-1/3`, while the squared sample is `1/9`. -/
theorem uniformProjector_negative_sample :
    uniformProjector.IsSymm ∧ uniformProjector * uniformProjector = uniformProjector ∧
      directSample uniformProjector ![1, -1, -1] 0 = -1 / 3 ∧
      rootSample uniformProjector ![1, -1, -1] 0 = 1 / 9 := by
  refine ⟨?_, ?_, ?_, ?_⟩
  · ext i j
    rfl
  · ext i j
    norm_num [Matrix.mul_apply, uniformProjector]
  · norm_num [directSample, signVec, uniformProjector, Matrix.mulVec, dotProduct,
      Fin.sum_univ_succ]
  · norm_num [rootSample, signVec, uniformProjector, Matrix.mulVec, dotProduct,
      Fin.sum_univ_succ]

end

end StochasticDensity
```

```lean
#print axioms StochasticDensity.rootSample_nonneg_and_unbiased
-- 'StochasticDensity.rootSample_nonneg_and_unbiased' depends on axioms: [propext, Classical.choice, Quot.sound]
#print axioms StochasticDensity.sum_rootSample_eq_sum_directSample
-- 'StochasticDensity.sum_rootSample_eq_sum_directSample' depends on axioms: [propext, Classical.choice, Quot.sound]
#print axioms StochasticDensity.directSample_nonneg_iff
-- 'StochasticDensity.directSample_nonneg_iff' depends on axioms: [propext, Classical.choice, Quot.sound]
#print axioms StochasticDensity.uniformProjector_negative_sample
-- 'StochasticDensity.uniformProjector_negative_sample' depends on axioms: [propext, Classical.choice, Quot.sound]
```
